# Quadratic convergence of Newton's method near a nondegenerate stationary point with Lipschitz Hessian

Let g be a gradient field with g(r) = 0. Suppose that on the ball ‖x − r‖ ≤ R its derivative H, the Hessian, is L-Lipschitz and satisfies m‖v‖ ≤ ‖H(x)v‖ with m > 0. Newton iterates x_k starting in this ball with L‖x₀ − r‖ < 2m converge to r, and

‖x_k − r‖ ≤ q^(2^k − 1) ‖x₀ − r‖, where q = L‖x₀ − r‖/(2m).

For geometry optimisation with exact gradients and Hessians, this covers nondegenerate minima and saddle points alike, provided that the Hessian is Lipschitz near the point sought and the start is close enough to it.

```lean
import Mathlib

open Filter Topology

namespace NewtonConvergence

noncomputable section

variable {E F : Type*} [NormedAddCommGroup E] [NormedSpace ℝ E]
  [NormedAddCommGroup F] [NormedSpace ℝ F]
```

`RegularZero` collects the assumptions on the surface. E and F are real normed spaces of any dimension, and `H x` is a continuous linear map. Neither symmetry nor positivity of H is required.

```lean
/-- The gradient field `g` vanishes at `r`, and on the ball of radius `R` about `r` its
derivative `H` (the Hessian) is `L`-Lipschitz and stretches every vector by at least `m > 0`. -/
structure RegularZero (g : E → F) (H : E → E →L[ℝ] F) (r : E) (R L m : ℝ) : Prop where
  zero : g r = 0
  L_nonneg : 0 ≤ L
  m_pos : 0 < m
  hasDeriv : ∀ x, ‖x - r‖ ≤ R → HasFDerivAt g (H x) x
  lipschitz : ∀ x y, ‖x - r‖ ≤ R → ‖y - r‖ ≤ R → ‖H x - H y‖ ≤ L * ‖x - y‖
  lower : ∀ x, ‖x - r‖ ≤ R → ∀ v, m * ‖v‖ ≤ ‖H x v‖
```

## Vanishing force at r

The field `zero : g r = 0` says that r is a stationary point. It lets us insert g(r) into the Newton equation below; the proof does this with `h.zero`. Without it the target is wrong: for g(x) = x + 1 and r = 0, Newton's method goes to −1.

## No zero modes

For a symmetric Hessian in Euclidean space, `lower` says that every eigenvalue has absolute value at least m. Free translations and rotations violate this, so they must be removed first. The bound converts an estimate of H(x_k)(x_{k+1} − r) into one of x_{k+1} − r; `hstep` is this step in the proof. Without it the rate can drop: for g(x) = x², each step only halves the error.

## Full Newton steps

```lean
/-- Each step of the sequence solves the Newton equation: Hessian times step equals minus
the gradient. -/
def IsNewtonSequence (g : E → F) (H : E → E →L[ℝ] F) (x : ℕ → E) : Prop :=
  ∀ k, H (x k) (x (k + 1) - x k) = -g (x k)
```

`IsNewtonSequence` is the linear system solved at each step, with no inverse Hessian. The existence of such a sequence is assumed. Since g(r) = 0, the equation gives

H(x_k)(x_{k+1} − r) = −g(x_k) − H(x_k)(r − x_k)
= g(r) − g(x_k) − H(x_k)(r − x_k).

The new error is thus governed by the linearisation error at x_k. With half steps this fails: for g(x) = x the error merely halves each time.

## Bounded change of curvature

The constant L limits how fast the Hessian varies, and so bounds the anharmonicity. Put d = r − x and

e(t) = g(x + td) − g(x) − tH(x)d.

The segment stays in the ball because x + td − r = (1 − t)(x − r). Then e(0) = 0 and

‖e′(t)‖ = ‖[H(x + td) − H(x)]d‖ ≤ Lt‖d‖².

Integrating from 0 to 1 gives ‖e(1)‖ ≤ L‖d‖²/2. In Lean, `seg`, `der` and `bound` are these three facts, and a comparison theorem for derivatives replaces the integral.

```lean
/-- Within the ball of a regular zero `r`, the gradient at `r` differs from its linear
prediction made at `x` by at most `L ‖x - r‖² / 2`. -/
theorem linearization_error {g : E → F} {H : E → E →L[ℝ] F} {r : E} {R L m : ℝ}
    (h : RegularZero g H r R L m) {x : E} (hx : ‖x - r‖ ≤ R) :
    ‖g r - g x - H x (r - x)‖ ≤ L / 2 * ‖x - r‖ ^ 2 := by
  -- the segment from x to r stays in the ball
  have seg : ∀ t ∈ Set.Icc (0 : ℝ) 1, ‖x + t • (r - x) - r‖ ≤ R := by
    intro t ht
    have e : x + t • (r - x) - r = (1 - t) • (x - r) := by module
    rw [e, norm_smul, Real.norm_of_nonneg (by linarith [ht.2])]
    nlinarith [mul_nonneg ht.1 (norm_nonneg (x - r))]
  have der : ∀ t ∈ Set.Icc (0 : ℝ) 1,
      HasDerivAt (fun s : ℝ => g (x + s • (r - x)) - g x - s • H x (r - x))
        (H (x + t • (r - x)) (r - x) - H x (r - x)) t := by
    intro t ht
    have h1 := (hasDerivAt_id' t).smul_const (r - x)
    have h2 := (hasDerivAt_id' t).smul_const (H x (r - x))
    rw [one_smul] at h1 h2
    have line : HasDerivAt (fun s : ℝ => x + s • (r - x)) (r - x) t := h1.const_add x
    exact (((h.hasDeriv _ (seg t ht)).comp_hasDerivAt t line).sub_const (g x)).sub h2
  have hB : ∀ t : ℝ, HasDerivAt (fun s : ℝ => L / 2 * ‖x - r‖ ^ 2 * s ^ 2)
      (L * ‖x - r‖ ^ 2 * t) t := by
    intro t
    refine ((hasDerivAt_pow 2 t).const_mul (L / 2 * ‖x - r‖ ^ 2)).congr_deriv ?_
    change L / 2 * ‖x - r‖ ^ 2 * (((2 : ℕ) : ℝ) * t ^ 1) = _
    push_cast
    ring
  -- the Lipschitz bound controls the speed at which the error grows
  have bound : ∀ t ∈ Set.Ico (0 : ℝ) 1,
      ‖H (x + t • (r - x)) (r - x) - H x (r - x)‖ ≤ L * ‖x - r‖ ^ 2 * t := by
    intro t ht
    have hl := h.lipschitz _ x (seg t ⟨ht.1, ht.2.le⟩) hx
    rw [add_sub_cancel_left, norm_smul, Real.norm_of_nonneg ht.1, norm_sub_rev r x] at hl
    calc ‖H (x + t • (r - x)) (r - x) - H x (r - x)‖
        ≤ ‖H (x + t • (r - x)) - H x‖ * ‖r - x‖ :=
          (H (x + t • (r - x)) - H x).le_opNorm (r - x)
      _ ≤ L * (t * ‖x - r‖) * ‖x - r‖ := by
          rw [norm_sub_rev r x]
          exact mul_le_mul_of_nonneg_right hl (norm_nonneg _)
      _ = L * ‖x - r‖ ^ 2 * t := by ring
  have key := image_norm_le_of_norm_deriv_right_le_deriv_boundary
    (fun t ht => (der t ht).continuousAt.continuousWithinAt)
    (fun t ht => (der t ⟨ht.1, ht.2.le⟩).hasDerivWithinAt)
    (by simp) hB bound (Set.right_mem_Icc.2 zero_le_one)
  simpa using key
```

Without the Lipschitz bound, quadratic convergence can be lost. For g(x) = x + x√|x|, the error near 0 shrinks only like |x|^(3/2)/2.

## A start within reach

The condition `h0` places the start where the bounds hold, and `hc` makes q < 1. Write ε_k = ‖x_k − r‖. The previous estimates give

m ε_{k+1} ≤ (L/2) ε_k².

If ε_k ≤ q^(2^k − 1) ε₀, then ε_k ≤ ε₀ ≤ R, so x_k is still in the ball, and

ε_{k+1} ≤ (L/(2m)) q^(2^(k+1) − 2) ε₀² = q^(2^(k+1) − 1) ε₀.

The Lean induction follows these lines, with `hball` keeping the iterate in the ball.

```lean
/-- Newton iterates that start in the ball of a regular zero with `L ‖x₀ - r‖ < 2m` have an
error at step `k` of at most `q ^ (2 ^ k - 1) ‖x₀ - r‖`, where `q = L ‖x₀ - r‖ / (2m)`. -/
theorem newton_error_bound {g : E → F} {H : E → E →L[ℝ] F} {r : E} {R L m : ℝ}
    (h : RegularZero g H r R L m) {x : ℕ → E} (hN : IsNewtonSequence g H x)
    (h0 : ‖x 0 - r‖ ≤ R) (hc : L * ‖x 0 - r‖ < 2 * m) (k : ℕ) :
    ‖x k - r‖ ≤ (L * ‖x 0 - r‖ / (2 * m)) ^ (2 ^ k - 1) * ‖x 0 - r‖ := by
  have hm := h.m_pos
  have hL := h.L_nonneg
  obtain ⟨q, hq⟩ : ∃ q, q = L * ‖x 0 - r‖ / (2 * m) := ⟨_, rfl⟩
  have hq0 : 0 ≤ q := by rw [hq]; positivity
  have hq1 : q ≤ 1 := by rw [hq, div_le_one (by positivity)]; exact hc.le
  have hmq : L / 2 * ‖x 0 - r‖ = m * q := by rw [hq]; field_simp
  rw [← hq]
  induction k with
  | zero => simp
  | succ k ih =>
    obtain ⟨n, hn⟩ : ∃ n, 2 ^ k = n + 1 :=
      ⟨2 ^ k - 1, by have := Nat.one_le_two_pow (n := k); omega⟩
    have e1 : 2 ^ k - 1 = n := by omega
    have e2 : 2 ^ (k + 1) - 1 = 2 * n + 1 := by rw [pow_succ]; omega
    rw [e1] at ih
    rw [e2]
    -- the iterate has not left the ball
    have hball : ‖x k - r‖ ≤ R := by
      have := mul_le_mul_of_nonneg_right (pow_le_one₀ (n := n) hq0 hq1) (norm_nonneg (x 0 - r))
      linarith
    -- the Newton equation turns the new error into a linearisation error
    have e : H (x k) (x (k + 1) - r) = g r - g (x k) - H (x k) (r - x k) := by
      have split : x (k + 1) - r = (x (k + 1) - x k) - (r - x k) := by abel
      rw [split, map_sub, hN k, h.zero, zero_sub]
    have hstep := h.lower (x k) hball (x (k + 1) - r)
    rw [e] at hstep
    refine le_of_mul_le_mul_left ?_ hm
    calc m * ‖x (k + 1) - r‖ ≤ L / 2 * ‖x k - r‖ ^ 2 :=
          hstep.trans (linearization_error h hball)
      _ ≤ L / 2 * (q ^ n * ‖x 0 - r‖) ^ 2 := by gcongr
      _ = m * (q ^ (2 * n + 1) * ‖x 0 - r‖) := by
          linear_combination (q ^ n) ^ 2 * ‖x 0 - r‖ * hmq
```

Since k ≤ 2^k − 1, the error is at most q^k ε₀, which tends to zero.

```lean
/-- Newton iterates that start in the ball of a regular zero `r` with `L ‖x₀ - r‖ < 2m`
converge to `r`. -/
theorem newton_tendsto {g : E → F} {H : E → E →L[ℝ] F} {r : E} {R L m : ℝ}
    (h : RegularZero g H r R L m) {x : ℕ → E} (hN : IsNewtonSequence g H x)
    (h0 : ‖x 0 - r‖ ≤ R) (hc : L * ‖x 0 - r‖ < 2 * m) : Tendsto x atTop (𝓝 r) := by
  have hm := h.m_pos
  have hL := h.L_nonneg
  have hq0 : 0 ≤ L * ‖x 0 - r‖ / (2 * m) := by positivity
  have hq1 : L * ‖x 0 - r‖ / (2 * m) < 1 := by rwa [div_lt_one (by positivity)]
  rw [tendsto_iff_norm_sub_tendsto_zero]
  -- compare with a geometric sequence
  have hlim := (tendsto_pow_atTop_nhds_zero_of_lt_one hq0 hq1).mul_const ‖x 0 - r‖
  rw [zero_mul] at hlim
  refine squeeze_zero (fun k => norm_nonneg _) (fun k => ?_) hlim
  have hk : k ≤ 2 ^ k - 1 := by have := Nat.lt_two_pow_self (n := k); omega
  exact (newton_error_bound h hN h0 hc k).trans
    (mul_le_mul_of_nonneg_right (pow_le_pow_of_le_one hq0 hq1.le hk) (norm_nonneg _))
```

At equality, L‖x₀ − r‖ = 2m, convergence can fail. Take g(x) = 3x − x|x|/2 on |x| ≤ 2, where g′(x) = 3 − |x| and L = m = 1. From x₀ = 2 the step is −4/1, and the iterates alternate between 2 and −2.

For a convergent case, take the saddle at the origin of V(x, y) = x²/2 + x³/12 − y²/2. Here g = (x + x²/4, −y) and H = diag(1 + x/2, −1), so R = 1 and L = m = 1/2 are admissible. A Newton step maps (x, y) to (x²/(4 + 2x), 0). From (0.8, 0.6), q = 1/2 and the errors are 1, 0.114 and 0.0031, against bounds of 1, 0.5 and 0.125.

## One coordinate

On the line, H(x) is multiplication by g′(x), written `derivMap`, and where g′(x) ≠ 0 the Newton equation gives x − g(x)/g′(x) as the next iterate.

```lean
/-- Multiplication by the number `a`, as a linear map on the line. -/
def derivMap (a : ℝ) : ℝ →L[ℝ] ℝ := a • ContinuousLinearMap.id ℝ ℝ

/-- The Newton map `x - g(x) / g'(x)` in one coordinate, meant for points with `g'(x) ≠ 0`. -/
def newtonMap (g g' : ℝ → ℝ) (x : ℝ) : ℝ := x - g x / g' x
```

The scalar theorem assumes the bounds on the whole line. Its proof takes |x₀ − r| as the ball radius and uses |g′| ≥ m > 0 to justify the division; `newton_tendsto` does the rest.

```lean
/-- If `g` has derivative `g'` everywhere, `g'` is `L`-Lipschitz with `L > 0`, `|g'| ≥ m > 0` and
`g(r) = 0`, the iterates of the scalar Newton map converge to `r` from every start with
`L |x₀ - r| < 2m`. -/
theorem newtonMap_iterate_tendsto {g g' : ℝ → ℝ} {r L m x₀ : ℝ} (hr : g r = 0) (hL : 0 < L)
    (hm : 0 < m) (hd : ∀ x, HasDerivAt g (g' x) x)
    (hlip : ∀ x y, |g' x - g' y| ≤ L * |x - y|) (hlow : ∀ x, m ≤ |g' x|)
    (hc : L * |x₀ - r| < 2 * m) :
    Tendsto (fun k => (newtonMap g g')^[k] x₀) atTop (𝓝 r) := by
  have hfd : ∀ x, HasFDerivAt g (derivMap (g' x)) x := by
    intro x
    have e : derivMap (g' x) = ContinuousLinearMap.toSpanSingleton ℝ (g' x) := by
      ext
      simp [derivMap]
    exact (hd x).hasFDerivAt.congr_fderiv e.symm
  have h : RegularZero g (fun x => derivMap (g' x)) r |x₀ - r| L m := by
    refine ⟨hr, hL.le, hm, fun x _ => hfd x, fun x y _ _ => ?_, fun x _ v => ?_⟩
    · refine ContinuousLinearMap.opNorm_le_bound _ (by positivity) (fun v => ?_)
      change ‖g' x * v - g' y * v‖ ≤ _
      rw [← sub_mul, norm_mul]
      exact mul_le_mul_of_nonneg_right (hlip x y) (norm_nonneg v)
    · change m * ‖v‖ ≤ ‖g' x * v‖
      rw [norm_mul]
      exact mul_le_mul_of_nonneg_right (hlow x) (norm_nonneg v)
  -- the scalar iteration solves the Newton equation because g' never vanishes
  refine newton_tendsto h (fun k => ?_) le_rfl hc
  rw [Function.iterate_succ_apply']
  generalize (newtonMap g g')^[k] x₀ = y
  have hy : g' y ≠ 0 := abs_pos.1 (hm.trans_le (hlow y))
  have hcancel : g' y * (g y / g' y) = g y := by field_simp
  change g' y * (y - g y / g' y - y) = -g y
  linear_combination -hcancel

end

end NewtonConvergence
```

```lean
#print axioms NewtonConvergence.newtonMap_iterate_tendsto
-- 'NewtonConvergence.newtonMap_iterate_tendsto' depends on axioms: [propext, Classical.choice, Quot.sound]
```
